# For an energy falling to its limit as a power of the cutoff, extrapolating with too small an exponent overshoots below the limit

A: Suppose a plane-wave energy at cutoff $x>0$ is $E(x)=E_0+Ax^{-p}$ with $A,p>0$. Extrapolate from $x$ and $sx$, where $s>1$, with an assumed exponent $q>0$:

$$X=\frac{s^qE(sx)-E(x)}{s^q-1}.$$

Then $X$ is below $E_0$ exactly when $q<p$, equal to it when $q=p$, and above it when $q>p$.

Q: Where does the sign come from?

A: Since $(sx)^{-p}=s^{-p}x^{-p}$, the numerator is $(s^q-1)E_0+Ax^{-p}(s^{q-p}-1)$. Hence

$$X-E_0=Ax^{-p}\,\frac{s^{q-p}-1}{s^q-1}.$$

Here $Ax^{-p}$ and $s^q-1$ are positive, so the sign is that of $s^{q-p}-1$, which is the sign of $q-p$.

Q: A wrong exponent might still improve on the larger calculation.

A: Let $D=A(sx)^{-p}$ be the error of $E(sx)$. Then $X-E_0=D(s^q-s^p)/(s^q-1)$, which is smaller than $D$ in modulus when

$$-(s^q-1)<s^q-s^p<s^q-1.$$

The right inequality says $s^p>1$, which always holds. The left one says $s^p+1<2s^q$. Any $q\ge p$ satisfies it, because $s^p+1<2s^p\le 2s^q$.

Q: And if I don't know $p$?

A: Add a third cutoff, $s^2x$. The first energy drop is $E(x)-E(sx)=Ax^{-p}(1-s^{-p})$, and the next is $s^{-p}$ times that. Their ratio is $s^p$, so its logarithm divided by $\log s$ is $p$. Using $q=p$ then gives $X=E_0$.

Q: Show me numbers.

A: Take $E_0=-10$, $A=4$, $p=2$, $x=1$, $s=2$, in arbitrary units. The energies at cutoffs 1, 2 and 4 are $-6$, $-9$ and $-9.75$.

| $q$ | $X$ | error of $X$ |
|---|---|---|
| 1 | $-12$ | $-2$ |
| 2 | $-10$ | $0$ |
| 3 | $-66/7\approx-9.43$ | $4/7$ |

The error of $E(2)$ is 1, so $q=1$ makes matters worse and $q=3$ still helps. The drops are 3 and 0.75, with ratio 4, and $\log4/\log2=2$.

Q: What does Lean take the energy to be?

```lean
import Mathlib

namespace CutoffExtrapolation

noncomputable section

/-- The model energy `E0 + A x^(-p)` at a cutoff `x > 0`. -/
def energy (E0 A p x : ℝ) : ℝ := E0 + A * x ^ (-p)
```

A: A real function of a real cutoff, with a real exponent. The condition $A>0$ stands for an approach from above, as for a variational energy when plane waves are added; $p$ says how fast the contribution of the omitted waves dies off. The cutoff may be a wavevector or a kinetic energy, but $p$ in the first convention is twice $p$ in the second.

Q: Does the extrapolation secretly know the model?

```lean
/-- Two-point extrapolation of an energy curve `E` from the cutoffs `x` and `s x` with
assumed exponent `q`, for `s > 1` and `q > 0`. -/
def extrapolate (q s : ℝ) (E : ℝ → ℝ) (x : ℝ) : ℝ :=
  (s ^ q * E (s * x) - E x) / (s ^ q - 1)

/-- The exponent estimated from the energies at the three cutoffs `x`, `s x` and `s² x`,
for `s > 1` and an energy that strictly decreases along them. -/
def fittedExponent (s : ℝ) (E : ℝ → ℝ) (x : ℝ) : ℝ :=
  Real.log ((E x - E (s * x)) / (E (s * x) - E (s * (s * x)))) / Real.log s
```

A: It knows the power-law form, from which both formulas come, but not the values of $E_0$, $A$ and $p$. Both definitions accept any curve `E` and use only its values at two or three cutoffs; `s * (s * x)` is $s^2x$. That the curve really is a power law enters when a theorem supplies `energy E0 A p`.

Q: Then my doubt is about that substitution.

A: Rightly. That computed energies follow a single power law at the cutoffs used is assumed; further terms in the tail or numerical noise would alter the result. Within that restriction, it bears on extrapolating plane-wave correlation energies with an assumed exponent.

Q: How is the error formula proved?

```lean
/-- Scaling a positive cutoff by `s > 0` multiplies the cutoff error by `s^(-p)`. -/
theorem energy_scale {E0 A p s x : ℝ} (hs : 0 < s) (hx : 0 < x) :
    energy E0 A p (s * x) = E0 + A * (s ^ (-p) * x ^ (-p)) := by
  unfold energy
  rw [Real.mul_rpow hs.le hx.le]

/-- The exact error of the extrapolated energy, for a cutoff `x > 0`, a ratio `s > 1` and
an assumed exponent `q > 0`. -/
theorem extrapolation_error {E0 A p q s x : ℝ} (hx : 0 < x) (hs : 1 < s) (hq : 0 < q) :
    extrapolate q s (energy E0 A p) x - E0 =
      A * x ^ (-p) * (s ^ (q - p) - 1) / (s ^ q - 1) := by
  have hs0 : 0 < s := by linarith
  have hd : s ^ q - 1 ≠ 0 := (sub_pos.mpr (Real.one_lt_rpow hs hq)).ne'
  have ha : s ^ (q - p) = s ^ q * s ^ (-p) := by
    rw [sub_eq_add_neg, Real.rpow_add hs0]
  unfold extrapolate
  rw [energy_scale hs0 hx, ha, eq_div_iff hd, sub_mul, div_mul_cancel₀ _ hd]
  unfold energy
  ring
```

A: The first lemma factors the scaled power. The second splits $s^{q-p}$ into $s^qs^{-p}$, clears the nonzero denominator, and leaves the algebra to `ring`. It allows any real $A$ and $p$.

Q: And "exactly when"?

```lean
/-- For `A > 0`, `x > 0`, `s > 1` and `q > 0`, the extrapolated energy is too low exactly
when `q < p`, exact when `q = p`, and too high exactly when `q > p`. -/
theorem extrapolation_sign {E0 A p q s x : ℝ} (hA : 0 < A) (hx : 0 < x) (hs : 1 < s)
    (hq : 0 < q) :
    (extrapolate q s (energy E0 A p) x < E0 ↔ q < p) ∧
    (extrapolate q s (energy E0 A p) x = E0 ↔ q = p) ∧
    (E0 < extrapolate q s (energy E0 A p) x ↔ p < q) := by
  have herr := extrapolation_error (E0 := E0) (A := A) (p := p) hx hs hq
  have hd : 0 < s ^ q - 1 := sub_pos.mpr (Real.one_lt_rpow hs hq)
  have hc : 0 < A * x ^ (-p) := mul_pos hA (Real.rpow_pos_of_pos hx _)
  -- the sign of the error is the sign of `s^(q-p) - 1`
  have hlow : q < p → extrapolate q s (energy E0 A p) x < E0 := by
    intro h
    have h1 : s ^ (q - p) < 1 := Real.rpow_lt_one_of_one_lt_of_neg hs (by linarith)
    have h2 := div_neg_of_neg_of_pos (mul_neg_of_pos_of_neg hc (sub_neg.mpr h1)) hd
    linarith
  have hexact : q = p → extrapolate q s (energy E0 A p) x = E0 := by
    intro h
    have h1 : s ^ (q - p) = 1 := by rw [h, sub_self, Real.rpow_zero]
    rw [h1, sub_self, mul_zero, zero_div] at herr
    linarith
  have hhigh : p < q → E0 < extrapolate q s (energy E0 A p) x := by
    intro h
    have h1 : 1 < s ^ (q - p) := Real.one_lt_rpow hs (by linarith)
    have h2 := div_pos (mul_pos hc (sub_pos.mpr h1)) hd
    linarith
  -- the three cases exclude each other, which gives the converses
  refine ⟨⟨fun h => ?_, hlow⟩, ⟨fun h => ?_, hexact⟩, ⟨fun h => ?_, hhigh⟩⟩
  · rcases lt_trichotomy q p with h1 | h1 | h1
    · exact h1
    · exact absurd (hexact h1) h.ne
    · exact (lt_asymm h (hhigh h1)).elim
  · rcases lt_trichotomy q p with h1 | h1 | h1
    · exact absurd h (hlow h1).ne
    · exact h1
    · exact absurd h (hhigh h1).ne'
  · rcases lt_trichotomy q p with h1 | h1 | h1
    · exact (lt_asymm h (hlow h1)).elim
    · exact absurd (hexact h1) h.ne'
    · exact h1
```

A: `hlow`, `hexact` and `hhigh` prove the three right-to-left implications, from the order of $q$ and $p$ to the position of $X$, using the sign of $s^{q-p}-1$. For the converses, `lt_trichotomy` lists the possible orders of $q$ and $p$, and the two wrong ones contradict the assumed position of $X$.

Q: The comparison with $E(sx)$?

```lean
/-- For `A, p, x, q > 0` and `s > 1`, the extrapolated energy is closer to `E0` than the
energy computed at the larger cutoff `s x` exactly when `s^p + 1 < 2 s^q`. -/
theorem extrapolation_improves_iff {E0 A p q s x : ℝ} (hA : 0 < A) (hp : 0 < p)
    (hx : 0 < x) (hs : 1 < s) (hq : 0 < q) :
    |extrapolate q s (energy E0 A p) x - E0| < |energy E0 A p (s * x) - E0| ↔
      s ^ p + 1 < 2 * s ^ q := by
  have hs0 : 0 < s := by linarith
  have hd : 0 < s ^ q - 1 := sub_pos.mpr (Real.one_lt_rpow hs hq)
  have hsp : 1 < s ^ p := Real.one_lt_rpow hs hp
  have hi : s ^ (-p) * s ^ p = 1 := by
    rw [← Real.rpow_add hs0, neg_add_cancel, Real.rpow_zero]
  have ha : s ^ (q - p) = s ^ q * s ^ (-p) := by
    rw [sub_eq_add_neg, Real.rpow_add hs0]
  -- both errors are multiples of the error `D` at the larger cutoff
  obtain ⟨D, hD, hX, hF⟩ : ∃ D : ℝ, 0 < D ∧
      extrapolate q s (energy E0 A p) x - E0 = D * ((s ^ q - s ^ p) / (s ^ q - 1)) ∧
      energy E0 A p (s * x) - E0 = D := by
    refine ⟨A * x ^ (-p) * s ^ (-p), by positivity, ?_, ?_⟩
    · rw [extrapolation_error hx hs hq, ha, ← mul_div_assoc]
      congr 1
      linear_combination (A * x ^ (-p)) * hi
    · rw [energy_scale hs0 hx]
      ring
  have hcancel : ∀ t : ℝ, D * t < D ↔ t < 1 := fun t =>
    ⟨fun h => by nlinarith, fun h => by nlinarith⟩
  rw [hX, hF, abs_mul, abs_of_pos hD, hcancel, abs_div, abs_of_pos hd, div_lt_one hd,
    abs_lt]
  constructor
  · rintro ⟨h, _⟩
    linarith
  · intro h
    constructor <;> linarith
```

A: It writes both errors as multiples of the same `D`, as above. `hcancel` removes `D`, and `abs_lt` gives the two inequalities.

Q: Could the fitted exponent divide by zero?

```lean
/-- For `A, p, x > 0` and `s > 1`, the energy still drops between the cutoffs `s x` and
`s² x`, and the exponent fitted to the three cutoffs is the true exponent `p`. -/
theorem fittedExponent_eq {E0 A p s x : ℝ} (hA : 0 < A) (hp : 0 < p) (hx : 0 < x)
    (hs : 1 < s) :
    0 < energy E0 A p (s * x) - energy E0 A p (s * (s * x)) ∧
      fittedExponent s (energy E0 A p) x = p := by
  have hs0 : 0 < s := by linarith
  have hb : s ^ (-p) < 1 := Real.rpow_lt_one_of_one_lt_of_neg hs (by linarith)
  have hi : s ^ (-p) * s ^ p = 1 := by
    rw [← Real.rpow_add hs0, neg_add_cancel, Real.rpow_zero]
  have e1 : energy E0 A p (s * x) = E0 + A * (s ^ (-p) * x ^ (-p)) :=
    energy_scale hs0 hx
  have e2 : energy E0 A p (s * (s * x)) =
      E0 + A * (s ^ (-p) * (s ^ (-p) * x ^ (-p))) := by
    rw [energy_scale hs0 (mul_pos hs0 hx), Real.mul_rpow hs0.le hx.le]
  have hdrop : 0 < energy E0 A p (s * x) - energy E0 A p (s * (s * x)) := by
    have h : 0 < A * x ^ (-p) * s ^ (-p) * (1 - s ^ (-p)) :=
      mul_pos (by positivity) (sub_pos.mpr hb)
    rw [e1, e2]
    nlinarith [h]
  refine ⟨hdrop, ?_⟩
  -- successive energy drops have the ratio `s^p`
  have hr : (energy E0 A p x - energy E0 A p (s * x)) /
      (energy E0 A p (s * x) - energy E0 A p (s * (s * x))) = s ^ p := by
    rw [div_eq_iff hdrop.ne', e1, e2]
    unfold energy
    linear_combination (-(A * x ^ (-p) * (1 - s ^ (-p)))) * hi
  unfold fittedExponent
  rw [hr, Real.log_rpow hs0, mul_div_assoc, div_self (Real.log_pos hs).ne', mul_one]
```

A: Not here: the first half of the statement says that the second drop is positive, and the other denominator, $\log s$, is positive because $s>1$. The proof then finds the ratio `s ^ p` in `hr` and takes its logarithm.

Q: So three energies give the limit?

```lean
/-- For `A, p, x > 0` and `s > 1`, extrapolation with the exponent fitted to three cutoffs
returns the limit `E0` exactly. -/
theorem extrapolate_fittedExponent {E0 A p s x : ℝ} (hA : 0 < A) (hp : 0 < p)
    (hx : 0 < x) (hs : 1 < s) :
    extrapolate (fittedExponent s (energy E0 A p) x) s (energy E0 A p) x = E0 := by
  rw [(fittedExponent_eq hA hp hx hs).2]
  exact (extrapolation_sign hA hx hs hp).2.1.mpr rfl

end

end CutoffExtrapolation
```

A: In this model, yes: the proof replaces the fitted exponent by $p$ and uses the case $q=p$. But three energies are fitting three unknowns, $E_0$, $A$ and $p$, and any three energies with positive, shrinking drops are fitted exactly. With real data an exact fit therefore doesn't distinguish the power law from another law with such drops. A fourth cutoff can test it.

```lean
#print axioms CutoffExtrapolation.extrapolation_improves_iff
#print axioms CutoffExtrapolation.extrapolate_fittedExponent
```

```
'CutoffExtrapolation.extrapolation_improves_iff' depends on axioms: [propext, Classical.choice, Quot.sound]
'CutoffExtrapolation.extrapolate_fittedExponent' depends on axioms: [propext, Classical.choice, Quot.sound]
```
